# Factorial weights symmetrise a real tridiagonal matrix

Fix a natural number `j`, a real `b`, and `p` equal to 0 or 1. Consider the real tridiagonal matrix, with rows and columns numbered from 0 to `j`, whose diagonal entries are `b(4i+2p+1)`. Its entry in row `i`, column `i+1` is `-(2i+2)(2i+1+2p)`, and its entry in row `i+1`, column `i` is `4(i-j)`. In the file these are the matrix elements of an operator on powers of `t`, with column `k` giving the image of `t^k`. The lemma `hopping_symm` states that multiplying each row `i` by the squared scale `(2i+p)! (j-i)! / 4^i` makes the matrix symmetric.

The attempt first proves the identity for neighbouring powers, in `step`, by computing the two matrix elements `up` and `down` and comparing factorials. It then splits into cases: equal indices, neighbours in either order, and indices further apart, where both elements vanish.

This version doesn't compile in Lean 4 with Mathlib:

```lean
import Mathlib

open Polynomial
open scoped Matrix

namespace SexticOscillator

noncomputable section

/-- The matrix element of the reduced operator from `t^k` to `t^i`. -/
def hopping (j p : ℕ) (b : ℝ) (i k : ℕ) : ℝ :=
  (if k = i + 1 then -((2 * (i : ℝ) + 2) * (2 * i + 1 + 2 * p)) else 0)
    + (if k = i then b * (4 * i + 2 * p + 1) else 0)
    + (if k + 1 = i then 4 * ((k : ℝ) - j) else 0)

/-- The scale `√((2k+p)! (j-k)! / 4^k)` of the power `t^k`, for `k ≤ j`. -/
def scale (j p k : ℕ) : ℝ :=
  √(((2 * k + p).factorial * (j - k).factorial : ℝ) / 4 ^ k)

/-- The squared scales symmetrise the matrix elements between powers up to `t^j`. -/
theorem hopping_symm {j p : ℕ} (hp : p ≤ 1) (b : ℝ) {i k : ℕ} (hi : i ≤ j) (hk : k ≤ j) :
    scale j p i ^ 2 * hopping j p b i k = scale j p k ^ 2 * hopping j p b k i := by
  have step (i : ℕ) (h : i < j) : scale j p i ^ 2 * hopping j p b i (i + 1) =
      scale j p (i + 1) ^ 2 * hopping j p b (i + 1) i := by
    have hw (k : ℕ) : scale j p k ^ 2 =
        ((2 * k + p).factorial * (j - k).factorial : ℝ) / 4 ^ k := Real.sq_sqrt (by positivity)
    have up : hopping j p b i (i + 1) = -((2 * (i : ℝ) + 2) * (2 * i + 1 + 2 * p)) := by
      simp [hopping]
    have down : hopping j p b (i + 1) i = 4 * ((i : ℝ) - j) := by simp [hopping]
    rw [hw, hw, up, down]
    obtain ⟨m, hm⟩ := Nat.exists_eq_add_of_lt h
    rw [show j - i = m + 1 by omega, show j - (i + 1) = m by omega, hm,
      show 2 * (i + 1) + p = 2 * i + p + 1 + 1 by ring, Nat.factorial_succ (2 * i + p + 1),
      Nat.factorial_succ (2 * i + p), Nat.factorial_succ m, pow_succ]
    obtain rfl | rfl : p = 0 ∨ p = 1 := by omega
    all_goals
      push_cast
      ring
  obtain h | h | h | h : k = i ∨ k = i + 1 ∨ i = k + 1 ∨
      (k ≠ i ∧ k ≠ i + 1 ∧ i ≠ k + 1) := by omega
  · rw [h]
  · rw [h]; exact step i (by omega)
  · rw [h]; exact (step k (by omega)).symm
  · simp [hopping, h.1, h.1.symm, h.2.1, h.2.1.symm, h.2.2, h.2.2.symm]

end

end SexticOscillator
```

Messages:

```
Main.lean:27:86: error: unsolved goals
j p : ℕ
hp : p ≤ 1
b : ℝ
i✝ k : ℕ
hi : i✝ ≤ j
hk : k ≤ j
i : ℕ
h : i < j
hw : ∀ (k : ℕ), scale j p k ^ 2 = ↑(2 * k + p).factorial * ↑(j - k).factorial / 4 ^ k
⊢ i + 1 + 1 = i → ↑i + 1 - ↑j = 0
Main.lean:29:63: error: unsolved goals
j p : ℕ
hp : p ≤ 1
b : ℝ
i✝ k : ℕ
hi : i✝ ≤ j
hk : k ≤ j
i : ℕ
h : i < j
hw : ∀ (k : ℕ), scale j p k ^ 2 = ↑(2 * k + p).factorial * ↑(j - k).factorial / 4 ^ k
up : hopping j p b i (i + 1) = -((2 * ↑i + 2) * (2 * ↑i + 1 + 2 * ↑p))
⊢ i = i + 1 + 1 → 2 * (↑i + 1) + 2 = 0 ∨ 2 * (↑i + 1) + 1 + 2 * ↑p = 0
```

Diagnosis. Both errors say that `simp [hopping]` left a goal unproved. Unfolding `hopping` gives three `if` terms, of which only one should survive for neighbouring indices. In `up`, the last term has the condition `i + 1 + 1 = i`; in `down`, the first has `i = i + 1 + 1`. Both are impossible for natural numbers, but `simp` did not reduce either to `False`, so it could not discard the term. What remained was an implication: if the condition holds, the extra term is zero. Each implication is true, because its premise is false, but `simp` did not find that out.

The repair proves the negation of each condition with `omega`, which decides such linear arithmetic, and passes it to `simp`. The condition then becomes `False`, the `if` takes its `else` value 0, and the two sides agree. Moving the proof of `down` onto its own line is only layout.

The repair, with which the file compiles:

```diff
@@ -26,6 +26,7 @@
         ((2 * k + p).factorial * (j - k).factorial : ℝ) / 4 ^ k := Real.sq_sqrt (by positivity)
     have up : hopping j p b i (i + 1) = -((2 * (i : ℝ) + 2) * (2 * i + 1 + 2 * p)) := by
-      simp [hopping]
-    have down : hopping j p b (i + 1) i = 4 * ((i : ℝ) - j) := by simp [hopping]
+      simp [hopping, show ¬i + 1 + 1 = i by omega]
+    have down : hopping j p b (i + 1) i = 4 * ((i : ℝ) - j) := by
+      simp [hopping, show ¬i = i + 1 + 1 by omega]
     rw [hw, hw, up, down]
     obtain ⟨m, hm⟩ := Nat.exists_eq_add_of_lt h
```
